# For P = ∑ᵢ |wᵢ⟩⟨wᵢ|, the trace of PUPU† is the sum of all |⟨wᵢ|U|wⱼ⟩|², with U the periodic position operator

On a ring of L sites, with L nonzero, the periodic position operator U is diagonal with entries exp(2πix/L). The theorem takes a finite set of complex vectors wᵢ on the ring, forms P = ∑ᵢ |wᵢ⟩⟨wᵢ|, and says that the trace of PUPU† equals the sum of |⟨wᵢ|U|wⱼ⟩|² over all ordered pairs from the set, i = j included. The vectors need be neither normalised nor orthogonal, so P need not be a true projector, and the matrix elements are not divided by any norms. The proof expands both copies of P, takes the trace term by term, and tries to reduce each term to a matrix element times its complex conjugate.

This version doesn't compile in Lean 4 with Mathlib:

```lean
import Mathlib

open Matrix
open scoped Real

namespace TraceTwisted

noncomputable section

variable {L : ℕ} [NeZero L] {ι : Type*}

variable (L) in
/-- The periodic position operator `U = diag(exp(2πi x / L))`. -/
def twist : Matrix (ZMod L) (ZMod L) ℂ :=
  Matrix.diagonal fun x => ZMod.stdAddChar x

/-- The sum of `|w i⟩⟨w i|` over the occupied labels `i` in `s`. -/
def projector (s : Finset ι) (w : ι → ZMod L → ℂ) : Matrix (ZMod L) (ZMod L) ℂ :=
  ∑ i ∈ s, vecMulVec (w i) (star (w i))

/-- With `P = ∑ |w i⟩⟨w i|`, the trace of `P U P U†` is the sum of all `|⟨w i|U|w j⟩|²`. -/
theorem trace_twisted (s : Finset ι) (w : ι → ZMod L → ℂ) :
    trace (projector s w * twist L * projector s w * (twist L)ᴴ)
      = ∑ i ∈ s, ∑ j ∈ s, ((‖star (w i) ⬝ᵥ (twist L *ᵥ w j)‖ ^ 2 : ℝ) : ℂ) := by
  have hz : ∀ z : ℂ, z * star z = ((‖z‖ ^ 2 : ℝ) : ℂ) := by
    intro z
    rw [← Complex.normSq_eq_norm_sq]
    exact Complex.mul_conj z
  have hd : ∀ a c : ZMod L → ℂ, a ⬝ᵥ star c = star (star a ⬝ᵥ c) := by
    intro a c
    simp only [dotProduct, star_sum, star_mul', Pi.star_apply, star_star]
  rw [projector, Finset.sum_mul, Finset.sum_mul, Finset.sum_mul, trace_sum]
  refine Finset.sum_congr rfl fun i _ => ?_
  rw [Finset.mul_sum, Finset.sum_mul, trace_sum]
  refine Finset.sum_congr rfl fun j _ => ?_
  -- each pair of orbitals contributes an overlap times its conjugate
  rw [Matrix.mul_assoc (_ * twist L), vecMulVec_mul, vecMulVec_mul, vecMulVec_mul_vecMulVec,
    trace_vecMulVec, dotProduct_smul, smul_eq_mul, ← dotProduct_mulVec, ← star_mulVec, hd, hz]

end

end TraceTwisted
```

Compiling this gives:

```
Main.lean:37:68: error: Tactic `rewrite` failed: Did not find an occurrence of the pattern
  vecMulVec ?u ?v * vecMulVec ?w ?x
in the target expression
  (vecMulVec (w i) (star (w i) ᵥ* twist L ᵥ* (vecMulVec (w j) (star (w j)) * (twist L)ᴴ))).trace =
    ↑(‖star (w i) ⬝ᵥ twist L *ᵥ w j‖ ^ 2)

L : ℕ
inst✝ : NeZero L
ι : Type u_1
s : Finset ι
w : ι → ZMod L → ℂ
hz : ∀ (z : ℂ), z * star z = ↑(‖z‖ ^ 2)
hd : ∀ (a c : ZMod L → ℂ), a ⬝ᵥ star c = star (star a ⬝ᵥ c)
i : ι
x✝¹ : i ∈ s
j : ι
x✝ : j ∈ s
⊢ (vecMulVec (w i) (star (w i) ᵥ* twist L ᵥ* (vecMulVec (w j) (star (w j)) * (twist L)ᴴ))).trace =
    ↑(‖star (w i) ⬝ᵥ twist L *ᵥ w j‖ ^ 2)
```

After these edits no error is left:

```diff
@@ -35,5 +35,7 @@
   refine Finset.sum_congr rfl fun j _ => ?_
   -- each pair of orbitals contributes an overlap times its conjugate
-  rw [Matrix.mul_assoc (_ * twist L), vecMulVec_mul, vecMulVec_mul, vecMulVec_mul_vecMulVec,
+  have hj : vecMulVec (w j) (star (w j)) * (twist L)ᴴ
+      = vecMulVec (w j) (star (w j) ᵥ* (twist L)ᴴ) := by rw [vecMulVec_mul]
+  rw [Matrix.mul_assoc (_ * twist L), hj, vecMulVec_mul, vecMulVec_mul_vecMulVec,
     trace_vecMulVec, dotProduct_smul, smul_eq_mul, ← dotProduct_mulVec, ← star_mulVec, hd, hz]
 
```

The error says that `vecMulVec_mul_vecMulVec` found no product of two `vecMulVec` matrices to rewrite. The two preceding uses of `vecMulVec_mul` were meant to absorb `twist L` into the outer product for `i`, and `(twist L)ᴴ` into the one for `j`. The first did its part. But that left a `vecMulVec` at the head of the whole product, and `vecMulVec_mul` accepts any matrix as the right factor. The second use therefore matched there and absorbed everything to the right, `j`'s outer product included, into the row vector of `i`, as the printed goal shows.

The repair proves the step for `j` separately, as `hj`, where the left side has only one product to rewrite. Rewriting with `hj` first puts the right factor in `vecMulVec` form. A single `vecMulVec_mul` then does the same for the left factor, and `vecMulVec_mul_vecMulVec` has the product it needs. The rest of the rewrite chain is unchanged.
